# With a bounded potential, the mass-velocity energy collapses as kinetic eigenvalues grow, while the square-root energy stays bounded below

A core orbital of a heavy atom needs tight basis functions near the nucleus, where the electron is fast and relativistic corrections matter. The simplest correction to the kinetic energy is the mass-velocity term. If it is included in the matrix to be diagonalised, does the lowest energy settle down as tighter functions are added?

## A falling upper bound and a fixed lower bound

Use atomic units with electron mass 1. Let $T$ be the kinetic energy and $V$ the potential, both Hermitian on the finite-dimensional span of a basis set, with $T\ge 0$, $\|Vx\|\le v\|x\|$ and speed of light $c>0$. Compare

$$H=T-\frac{T^2}{2c^2}+V,\qquad K+V,\quad K=c^2\left(\sqrt{1+2T/c^2}-1\right).$$

The kinetic part of $H$ is the expansion of $K$ to second order in $T$. If $t$ is any eigenvalue of $T$, in particular the largest, the lowest eigenvalue $e$ of $H$ satisfies

$$e\le t-\frac{t^2}{2c^2}+v,\qquad\text{and}\qquad e\le v-t\ \text{ if } t\ge 4c^2.$$

Every real eigenvalue of $K+V$ is at least $-v$.

## The largest kinetic eigenvalue as a warning

For one electron in a finite basis with a bounded potential, these bounds give a code a sufficient warning: if $t\ge4c^2$ and $t>2v$, the lowest eigenvalue of $H$ lies below $-v$, and so below every eigenvalue of $K+V$. A smaller $t$ does not show that diagonalising $H$ is safe. The quantity to inspect is the largest $t$ in $\mathbf T\mathbf x=t\,\mathbf S\mathbf x$, where $\mathbf T$ and $\mathbf S$ are the kinetic and overlap matrices. A normalised s-type Gaussian $e^{-\alpha r^2}$ has kinetic expectation value $3\alpha/2$, so the largest $t$ is at least that. Once an exponent reaches $8c^2/3$, the linear bound $v-t$ applies.

The constant $v$ stands for a potential of finite depth, such as that of a nucleus of finite size. For a point nucleus the norm of the projected potential grows as tight functions are added, so no single $v$ serves all basis sets.

## The fastest basis state as trial vector

Let $b_i$ be an orthonormal eigenbasis of $H$ with eigenvalues $h_i$. For a unit vector $x$,

$$\langle x,Hx\rangle=\sum_i h_i|\langle b_i,x\rangle|^2\ge e\sum_i|\langle b_i,x\rangle|^2=e.$$

Take $x$ to be a unit eigenvector of $T$ with $Tx=tx$. Then $T^2x=t^2x$, so

$$Hx=\left(t-\frac{t^2}{2c^2}\right)x+Vx.$$

Cauchy–Schwarz gives $|\langle x,Vx\rangle|\le\|x\|\,\|Vx\|\le v$, and the first bound follows. If $t\ge4c^2$, then $t^2/(2c^2)=t\cdot t/(2c^2)\ge 2t$, which gives $e\le t-2t+v=v-t$.

Now take a sequence of basis sets, numbered by $n$, with kinetic eigenvalues $t_n\to\infty$ and one common $v$. For any real $B$, eventually $t_n\ge4c^2$ and $t_n\ge v-B$. The lowest eigenvalues then satisfy $e_n\le v-t_n\le B$, so $e_n\to-\infty$.

For the square-root operator, let $t_i\ge0$ now denote the eigenvalues of $T$. On the corresponding eigenvectors $K$ has the values $k_i=c^2(\sqrt{1+2t_i/c^2}-1)\ge0$, since the root is at least 1. Expanding a vector in this eigenbasis gives $\langle x,Kx\rangle\ge0$. If $(K+V)x=\mu x$ with $\|x\|=1$, then

$$\mu=\langle x,Kx\rangle+\langle x,Vx\rangle\ge-v.$$

The values also satisfy $(k_i+c^2)^2=c^4+2c^2t_i$, hence $k_i^2+2c^2k_i=2c^2t_i$. This is the relativistic energy-momentum relation with $p^2=2t_i$.

## One basis function, then two

With a single basis function, $T=t$ and $V=w$ are numbers with $|w|\le v$. The mass-velocity energy is $t-t^2/(2c^2)+w$, which equals the first upper bound when $w=v$. The square-root energy tends to its lower bound when $w=-v$ and $t\to0$; a normalisable basis function in free space always has $t>0$.

For two functions, take model matrices chosen for easy arithmetic, not those of an atom. Set $c=1$, $v=1$ and

$$T=\begin{pmatrix}0&0\\0&4\end{pmatrix},\qquad V=\begin{pmatrix}0&1\\1&0\end{pmatrix}.$$

Then

$$H=\begin{pmatrix}0&1\\1&-4\end{pmatrix},\qquad K+V=\begin{pmatrix}0&1\\1&2\end{pmatrix}.$$

The lowest eigenvalue of $H$ is $-2-\sqrt5\approx-4.24$, below the bound $4-8+1=-3$. That of $K+V$ is $1-\sqrt2\approx-0.41$, above $-v=-1$.

## Lean source

```lean
import Mathlib

open scoped InnerProductSpace ComplexConjugate
open Filter

namespace MassVelocityInstability

noncomputable section

variable {E : Type*} [NormedAddCommGroup E] [InnerProductSpace ℂ E]

/-- The real number `e` is the lowest eigenvalue of `H`: it is an eigenvalue, and no real
eigenvalue lies below it. -/
def IsLowestEigenvalue (H : E →ₗ[ℂ] E) (e : ℝ) : Prop :=
  Module.End.HasEigenvalue H (e : ℂ) ∧
    ∀ μ : ℝ, Module.End.HasEigenvalue H (μ : ℂ) → e ≤ μ

/-- The mass-velocity Hamiltonian `T - T² / (2c²) + V`, for `c ≠ 0`. -/
def massVelocity (c : ℝ) (T V : E →ₗ[ℂ] E) : E →ₗ[ℂ] E :=
  T - ((1 / (2 * c ^ 2) : ℝ) : ℂ) • (T ∘ₗ T) + V

/-- The relativistic kinetic energy `c² (√(1 + 2t/c²) - 1)` belonging to the nonrelativistic
kinetic energy `t`, for `c ≠ 0` and `t ≥ 0`. -/
def relEnergy (c t : ℝ) : ℝ := c ^ 2 * (√(1 + 2 * t / c ^ 2) - 1)

/-- In an orthonormal eigenbasis of `A`, the expectation value of `A` is the sum of its
eigenvalues weighted by the squared overlaps. -/
theorem expectation_eq_sum {ι : Type*} [Fintype ι] (b : OrthonormalBasis ι ℂ E)
    (A : E →ₗ[ℂ] E) (a : ι → ℝ) (hA : ∀ i, A (b i) = (a i : ℂ) • b i) (x : E) :
    (⟪x, A x⟫_ℂ).re = ∑ i, a i * ‖⟪b i, x⟫_ℂ‖ ^ 2 := by
  have hz : ∀ (z : ℂ) (r : ℝ), (z * r * conj z).re = r * ‖z‖ ^ 2 := by
    intro z r
    rw [← Complex.normSq_eq_norm_sq, Complex.normSq_apply]
    simp only [Complex.mul_re, Complex.mul_im, Complex.conj_re, Complex.conj_im,
      Complex.ofReal_re, Complex.ofReal_im]
    ring
  have h1 : A x = ∑ i, (⟪b i, x⟫_ℂ * (a i : ℂ)) • b i := by
    conv_lhs => rw [← b.sum_repr' x]
    simp only [map_sum, map_smul, hA, smul_smul]
  rw [h1, inner_sum, Complex.re_sum]
  refine Finset.sum_congr rfl fun i _ => ?_
  rw [inner_smul_right, ← inner_conj_symm x (b i), hz]

/-- The expectation value of a real multiple `r` of the identity is `r ‖x‖²`. -/
theorem expectation_real_smul (r : ℝ) (x : E) :
    (⟪x, (r : ℂ) • x⟫_ℂ).re = r * ‖x‖ ^ 2 := by
  have h : (⟪x, x⟫_ℂ).re = ‖x‖ ^ 2 := inner_self_eq_norm_sq (𝕜 := ℂ) x
  rw [inner_smul_right, Complex.re_ofReal_mul, h]

/-- A potential of operator norm at most `v` has expectation values between `-v ‖x‖²` and
`v ‖x‖²`. -/
theorem abs_expectation_le {V : E →ₗ[ℂ] E} {v : ℝ} (hv : ∀ x, ‖V x‖ ≤ v * ‖x‖) (x : E) :
    |(⟪x, V x⟫_ℂ).re| ≤ v * ‖x‖ ^ 2 := by
  calc |(⟪x, V x⟫_ℂ).re| ≤ ‖⟪x, V x⟫_ℂ‖ := Complex.abs_re_le_norm _
    _ ≤ ‖x‖ * ‖V x‖ := norm_inner_le_norm x (V x)
    _ ≤ ‖x‖ * (v * ‖x‖) := mul_le_mul_of_nonneg_left (hv x) (norm_nonneg x)
    _ = v * ‖x‖ ^ 2 := by ring

variable [FiniteDimensional ℂ E]

/-- The relativistic kinetic energy operator `c² (√(1 + 2T/c²) - 1)`, for `c ≠ 0` and `T ≥ 0`:
it multiplies each vector of an eigenbasis of `T` by the relativistic energy. -/
def relKinetic (c : ℝ) {T : E →ₗ[ℂ] E} (hT : T.IsSymmetric) : E →ₗ[ℂ] E :=
  (hT.eigenvectorBasis rfl).toBasis.constr ℂ fun i =>
    (relEnergy c (hT.eigenvalues rfl i) : ℂ) • hT.eigenvectorBasis rfl i

/-- The relativistic kinetic energy operator acts on the eigenbasis of `T` by the relativistic
energy. -/
theorem relKinetic_apply (c : ℝ) {T : E →ₗ[ℂ] E} (hT : T.IsSymmetric)
    (i : Fin (Module.finrank ℂ E)) :
    relKinetic c hT (hT.eigenvectorBasis rfl i) =
      (relEnergy c (hT.eigenvalues rfl i) : ℂ) • hT.eigenvectorBasis rfl i := by
  have h := (hT.eigenvectorBasis rfl).toBasis.constr_basis ℂ (fun i =>
    (relEnergy c (hT.eigenvalues rfl i) : ℂ) • hT.eigenvectorBasis rfl i) i
  rw [OrthonormalBasis.coe_toBasis] at h
  exact h

/-- For `T ≥ 0` and `c > 0` the relativistic kinetic energy `K` obeys the energy-momentum
relation `K² + 2c² K = 2c² T` and has no negative expectation value. -/
theorem relKinetic_spec {c : ℝ} (hc : 0 < c) {T : E →ₗ[ℂ] E} (hT : T.IsSymmetric)
    (hpos : ∀ x, 0 ≤ (⟪x, T x⟫_ℂ).re) :
    relKinetic c hT ∘ₗ relKinetic c hT + ((2 * c ^ 2 : ℝ) : ℂ) • relKinetic c hT
        = ((2 * c ^ 2 : ℝ) : ℂ) • T ∧
      ∀ x, 0 ≤ (⟪x, relKinetic c hT x⟫_ℂ).re := by
  have hTb : ∀ i, T (hT.eigenvectorBasis rfl i) =
      ((hT.eigenvalues rfl i : ℝ) : ℂ) • hT.eigenvectorBasis rfl i :=
    fun i => hT.apply_eigenvectorBasis rfl i
  have ht : ∀ i, 0 ≤ hT.eigenvalues rfl i := by
    intro i
    have h := hpos (hT.eigenvectorBasis rfl i)
    rw [hTb i, expectation_real_smul, (hT.eigenvectorBasis rfl).orthonormal.1 i] at h
    simpa using h
  -- the scalar energy-momentum relation
  have hrel : ∀ t : ℝ, 0 ≤ t →
      relEnergy c t * relEnergy c t + 2 * c ^ 2 * relEnergy c t = 2 * c ^ 2 * t := by
    intro t h0
    have hu : 0 ≤ 2 * t / c ^ 2 := by positivity
    have hs := Real.sq_sqrt (show 0 ≤ 1 + 2 * t / c ^ 2 by linarith)
    have hc2 : c ^ 2 * (2 * t / c ^ 2) = 2 * t := by field_simp
    unfold relEnergy
    generalize 2 * t / c ^ 2 = u at hs hc2 ⊢
    linear_combination c ^ 4 * hs + c ^ 2 * hc2
  have hnn : ∀ t : ℝ, 0 ≤ t → 0 ≤ relEnergy c t := by
    intro t h0
    have hu : 0 ≤ 2 * t / c ^ 2 := by positivity
    exact mul_nonneg (sq_nonneg c)
      (sub_nonneg.2 ((Real.le_sqrt' one_pos).2 (by linarith)))
  constructor
  · apply (hT.eigenvectorBasis rfl).toBasis.ext
    intro i
    rw [OrthonormalBasis.coe_toBasis]
    simp only [LinearMap.add_apply, LinearMap.comp_apply, LinearMap.smul_apply,
      relKinetic_apply, map_smul, hTb, smul_smul, ← add_smul]
    congr 1
    exact_mod_cast hrel _ (ht i)
  · intro x
    rw [expectation_eq_sum (hT.eigenvectorBasis rfl) _ _ (relKinetic_apply c hT) x]
    exact Finset.sum_nonneg fun i _ => mul_nonneg (hnn _ (ht i)) (sq_nonneg _)

/-- Variational principle: the lowest eigenvalue of a symmetric `H` bounds every expectation
value from below. -/
theorem lowest_le_expectation {H : E →ₗ[ℂ] E} (hH : H.IsSymmetric) {e : ℝ}
    (he : ∀ μ : ℝ, Module.End.HasEigenvalue H (μ : ℂ) → e ≤ μ) (x : E) :
    e * ‖x‖ ^ 2 ≤ (⟪x, H x⟫_ℂ).re := by
  have hone := expectation_eq_sum (hH.eigenvectorBasis rfl) LinearMap.id (fun _ => 1)
    (fun i => by simp) x
  have hx : (⟪x, x⟫_ℂ).re = ‖x‖ ^ 2 := inner_self_eq_norm_sq (𝕜 := ℂ) x
  rw [LinearMap.id_apply, hx] at hone
  rw [expectation_eq_sum (hH.eigenvectorBasis rfl) H (hH.eigenvalues rfl)
    (fun i => hH.apply_eigenvectorBasis rfl i) x, hone, Finset.mul_sum]
  refine Finset.sum_le_sum fun i _ => ?_
  rw [one_mul]
  exact mul_le_mul_of_nonneg_right (he _ (Module.End.hasEigenvalue_of_hasEigenvector
    (hH.hasEigenvector_eigenvectorBasis rfl i))) (sq_nonneg _)

/-- For symmetric `T` and `V` on a nonzero space, the mass-velocity Hamiltonian is symmetric
and has a lowest eigenvalue. -/
theorem massVelocity_exists_lowest [Nontrivial E] (c : ℝ) {T V : E →ₗ[ℂ] E}
    (hT : T.IsSymmetric) (hV : V.IsSymmetric) :
    (massVelocity c T V).IsSymmetric ∧ ∃ e, IsLowestEigenvalue (massVelocity c T V) e := by
  have hH : (massVelocity c T V).IsSymmetric := by
    intro x y
    simp only [massVelocity, LinearMap.add_apply, LinearMap.sub_apply, LinearMap.smul_apply,
      LinearMap.comp_apply, inner_add_left, inner_sub_left, inner_smul_left, inner_add_right,
      inner_sub_right, inner_smul_right, Complex.conj_ofReal]
    rw [hT (T x) y, hT x (T y), hT x y, hV x y]
  refine ⟨hH, ?_⟩
  have hne : Nonempty (Fin (Module.finrank ℂ E)) := ⟨⟨0, Module.finrank_pos⟩⟩
  obtain ⟨i, hi⟩ := Finite.exists_min (hH.eigenvalues rfl)
  refine ⟨hH.eigenvalues rfl i, Module.End.hasEigenvalue_of_hasEigenvector
    (hH.hasEigenvector_eigenvectorBasis rfl i), fun μ hμ => ?_⟩
  -- an eigenvector of `μ` has an expectation value above the smallest listed eigenvalue
  obtain ⟨x, hx⟩ := hμ.exists_hasEigenvector
  have hsum := expectation_eq_sum (hH.eigenvectorBasis rfl) _ (hH.eigenvalues rfl)
    (fun i => hH.apply_eigenvectorBasis rfl i) x
  have hone := expectation_eq_sum (hH.eigenvectorBasis rfl) LinearMap.id (fun _ => 1)
    (fun i => by simp) x
  have hxx : (⟪x, x⟫_ℂ).re = ‖x‖ ^ 2 := inner_self_eq_norm_sq (𝕜 := ℂ) x
  rw [LinearMap.id_apply, hxx] at hone
  rw [hx.apply_eq_smul, expectation_real_smul] at hsum
  have hn : 0 < ‖x‖ ^ 2 := pow_pos (norm_pos_iff.2 hx.2) 2
  refine le_of_mul_le_mul_right ?_ hn
  rw [hsum, hone, Finset.mul_sum]
  refine Finset.sum_le_sum fun j _ => ?_
  rw [one_mul]
  exact mul_le_mul_of_nonneg_right (hi j) (sq_nonneg _)

/-- For symmetric `T` and `V`, `‖V‖ ≤ v`, `c > 0` and any eigenvalue `t` of `T`, the lowest
mass-velocity eigenvalue is at most `t - t²/(2c²) + v`, and at most `v - t` once `t ≥ 4c²`. -/
theorem massVelocity_lowest_le {c v t e : ℝ} (hc : 0 < c) {T V : E →ₗ[ℂ] E}
    (hT : T.IsSymmetric) (hV : V.IsSymmetric) (hv : ∀ x, ‖V x‖ ≤ v * ‖x‖)
    (ht : Module.End.HasEigenvalue T (t : ℂ))
    (he : IsLowestEigenvalue (massVelocity c T V) e) :
    e ≤ t - t ^ 2 / (2 * c ^ 2) + v ∧ (4 * c ^ 2 ≤ t → e ≤ v - t) := by
  obtain ⟨x, hx⟩ := ht.exists_hasEigenvector
  have : Nontrivial E := ⟨x, 0, hx.2⟩
  have hn : 0 < ‖x‖ ^ 2 := pow_pos (norm_pos_iff.2 hx.2) 2
  -- the eigenvector of `T` serves as trial vector
  have hHx : massVelocity c T V x = ((t - t ^ 2 / (2 * c ^ 2) : ℝ) : ℂ) • x + V x := by
    simp only [massVelocity, LinearMap.add_apply, LinearMap.sub_apply, LinearMap.smul_apply,
      LinearMap.comp_apply, hx.apply_eq_smul, map_smul]
    push_cast
    module
  have hvar := lowest_le_expectation (massVelocity_exists_lowest c hT hV).1 he.2 x
  rw [hHx, inner_add_right, Complex.add_re, expectation_real_smul] at hvar
  have hVx := (abs_le.1 (abs_expectation_le hv x)).2
  have hmain : e ≤ t - t ^ 2 / (2 * c ^ 2) + v := by
    refine le_of_mul_le_mul_right ?_ hn
    rw [add_mul]
    linarith
  refine ⟨hmain, fun h4 => ?_⟩
  -- beyond `4c²` the quadratic term is at least `2t`
  have hq : 2 * t ≤ t ^ 2 / (2 * c ^ 2) := by
    rw [le_div_iff₀ (by positivity)]
    have h0 : 0 ≤ t := le_trans (by positivity) h4
    nlinarith [mul_nonneg h0 (sub_nonneg.2 h4)]
  linarith

/-- Mass-velocity instability: let `T ≥ 0` and `V` be symmetric, `‖V‖ ≤ v`, `c > 0`, and `t` any
eigenvalue of `T`. The lowest eigenvalue of `T - T²/(2c²) + V` is at most `t - t²/(2c²) + v`, and
at most `v - t` once `t ≥ 4c²`, whereas every real eigenvalue of `c²(√(1 + 2T/c²) - 1) + V` is
at least `-v`. -/
theorem massVelocity_instability {c v t e : ℝ} (hc : 0 < c) {T V : E →ₗ[ℂ] E}
    (hT : T.IsSymmetric) (hpos : ∀ x, 0 ≤ (⟪x, T x⟫_ℂ).re)
    (hV : V.IsSymmetric) (hv : ∀ x, ‖V x‖ ≤ v * ‖x‖)
    (ht : Module.End.HasEigenvalue T (t : ℂ))
    (he : IsLowestEigenvalue (massVelocity c T V) e) :
    e ≤ t - t ^ 2 / (2 * c ^ 2) + v ∧ (4 * c ^ 2 ≤ t → e ≤ v - t) ∧
      ∀ μ : ℝ, Module.End.HasEigenvalue (relKinetic c hT + V) (μ : ℂ) → -v ≤ μ := by
  obtain ⟨h1, h2⟩ := massVelocity_lowest_le hc hT hV hv ht he
  refine ⟨h1, h2, fun μ hμ => ?_⟩
  obtain ⟨x, hx⟩ := hμ.exists_hasEigenvector
  have hn : 0 < ‖x‖ ^ 2 := pow_pos (norm_pos_iff.2 hx.2) 2
  have hK := (relKinetic_spec hc hT hpos).2 x
  have hVx := (abs_le.1 (abs_expectation_le hv x)).1
  have hμx := expectation_real_smul μ x
  rw [← hx.apply_eq_smul, LinearMap.add_apply, inner_add_right, Complex.add_re] at hμx
  refine le_of_mul_le_mul_right ?_ hn
  linarith

/-- Collapse with tight functions: along a sequence of basis sets with symmetric `T` and `V`,
`‖V‖ ≤ v` throughout and fixed `c > 0`, if some eigenvalue `t` of `T` grows without bound, the
lowest mass-velocity eigenvalue tends to `-∞`. -/
theorem massVelocity_collapse {F : ℕ → Type*} [∀ n, NormedAddCommGroup (F n)]
    [∀ n, InnerProductSpace ℂ (F n)] [∀ n, FiniteDimensional ℂ (F n)]
    {c v : ℝ} (hc : 0 < c) (T V : ∀ n, F n →ₗ[ℂ] F n)
    (hT : ∀ n, (T n).IsSymmetric) (hV : ∀ n, (V n).IsSymmetric)
    (hv : ∀ n x, ‖V n x‖ ≤ v * ‖x‖) (t e : ℕ → ℝ)
    (ht : ∀ n, Module.End.HasEigenvalue (T n) (t n : ℂ)) (htop : Tendsto t atTop atTop)
    (he : ∀ n, IsLowestEigenvalue (massVelocity c (T n) (V n)) (e n)) :
    Tendsto e atTop atBot := by
  refine tendsto_atBot.2 fun B => ?_
  filter_upwards [htop.eventually_ge_atTop (4 * c ^ 2), htop.eventually_ge_atTop (v - B)]
    with n h4 hB
  have h := (massVelocity_lowest_le hc (hT n) (hV n) (hv n) (ht n) (he n)).2 h4
  linarith

end

end MassVelocityInstability
```

```lean
#print axioms MassVelocityInstability.massVelocity_instability
#print axioms MassVelocityInstability.massVelocity_collapse
```

```
'MassVelocityInstability.massVelocity_instability' depends on axioms: [propext, Classical.choice, Quot.sound]
'MassVelocityInstability.massVelocity_collapse' depends on axioms: [propext, Classical.choice, Quot.sound]
```

## From the Lean statements to a basis-set calculation

The space `E` is the span of the basis set with its inner product, so in a non-orthogonal basis the operators `T` and `V` are represented by $\mathbf S^{-1}\mathbf T$ and $\mathbf S^{-1}\mathbf V$, where $\mathbf V$ is the matrix of potential integrals. Orthonormalising the basis first makes $\mathbf S$ the identity. `IsSymmetric` means Hermitian, `hpos` says $T\ge0$, and `hv` bounds the norm of $V$. `IsLowestEigenvalue` says that `e` is an eigenvalue and that no real eigenvalue lies below it.

`massVelocity_instability` contains both upper bounds and the lower bound for one basis set. `massVelocity_collapse` adds the limit $e_n\to-\infty$; its spaces `F n` need not be nested. Positivity of $T$ is used only for the square-root operator.

The proof follows the derivation with unnormalised vectors, and divides by $\|x\|^2>0$ at the end:

- `expectation_eq_sum` expands an expectation value in an eigenbasis. `expectation_real_smul` evaluates multiples of the identity, and `abs_expectation_le` is the Cauchy–Schwarz step.
- `relKinetic` defines $K$ by its action on an eigenbasis of $T$, which `relKinetic_apply` records. `relKinetic_spec` proves $K^2+2c^2K=2c^2T$ and $\langle x,Kx\rangle\ge0$; its `linear_combination` step is the scalar energy-momentum relation.
- `lowest_le_expectation` is the variational principle. `massVelocity_exists_lowest` shows that $H$ is Hermitian and, on a nonzero space, has a lowest eigenvalue: the smallest in its eigenbasis, since the expectation value in any other eigenvector is a weighted average of the listed ones.
- `massVelocity_lowest_le` inserts the eigenvector of $T$, with `module` collecting the coefficients of $x$. `nlinarith` obtains $t^2/(2c^2)\ge2t$ from the product of $t\ge0$ and $t-4c^2\ge0$.
- `massVelocity_instability` adds the estimate for an eigenvector of $K+V$. In `massVelocity_collapse`, `filter_upwards` selects the basis sets that meet both conditions on $t_n$.

The theorems concern exact Hermitian operators of this form, not rounding errors or a self-consistent field. They also square the projected kinetic operator, whereas a code may evaluate $p^4$ integrals directly. With $P$ the projector onto the basis and $T$ here the unprojected kinetic operator, $PT^2P-(PTP)^2=PT(1-P)TP\ge0$ for basis functions smooth enough for $T$ to act on. Direct integrals therefore lower the mass-velocity energy further or leave it unchanged, a comparison that I add here without a formal proof.
